# Averaged over a sphere about the core, the product of two s-type Gaussians and a core Gaussian is a radial Gaussian times sinh(‖k‖r)/(‖k‖r), for k = 2(aA + bB) ≠ 0

Q: An atom's core electrons have been replaced by an effective potential centred at the origin. Two s-type basis functions sit on neighbouring atoms, at $A$ and $B$, and I need the matrix element of one Gaussian term of the potential's local part. The integrand has three centres and, in general, no spherical symmetry about the core. What is left after integrating over angles at fixed distance $r$?

A: One elementary function. Let $a$, $b$ be the exponents of the basis functions and $c$ that of the core term. Expanding the squares gives

$$a\|x-A\|^2 = a\|x\|^2 - 2a\langle A,x\rangle + a\|A\|^2,$$

and likewise for $B$. With $p=a+b+c$ and $k=2(aA+bB)$, the total exponent is

$$a\|x-A\|^2+b\|x-B\|^2+c\|x\|^2 = p\|x\|^2-\langle k,x\rangle+a\|A\|^2+b\|B\|^2.$$

On the sphere $\|x\|=r$ only $\langle k,x\rangle$ varies. Take $k\neq0$ and $r>0$. Measure the polar angle $\theta$ from $k$, let $\varphi$ be the azimuth, and put $s=\|k\|r>0$. Then $\langle k,x\rangle=s\cos\theta$, and

$$\frac{1}{4\pi}\int_0^{2\pi}\!d\varphi\int_0^{\pi}e^{s\cos\theta}\sin\theta\,d\theta
=\frac12\left[-\frac{e^{s\cos\theta}}{s}\right]_0^{\pi}
=\frac{e^{s}-e^{-s}}{2s}=\frac{\sinh s}{s}.$$

The average of the Gaussian product is therefore

$$e^{-(pr^2+a\|A\|^2+b\|B\|^2)}\,\frac{\sinh(\|k\|r)}{\|k\|r}.$$

For unnormalised s functions and a single Gaussian term, this reduces the local core-potential integral to a radial one, in which the average is integrated over $r$ with the weight $4\pi r^2$.

Q: I can follow that. My doubt is whether the Lean code speaks of the same objects. What is space there, and what is $k$?

A: The file opens with Mathlib and the notation for real inner products.

```lean
import Mathlib

open Real
open scoped InnerProductSpace

namespace CorePotentialAngularIntegral

noncomputable section
```

Space is ordinary three-dimensional Euclidean space, and the core is its zero vector.

```lean
/-- Three-dimensional Euclidean space, with the core at the origin. -/
abbrev Space := EuclideanSpace ℝ (Fin 3)
```

The vector $k$ is defined in any real inner-product space, because the algebra of the exponent doesn't depend on dimension.

```lean
/-- The vector `k = 2 (a A + b B)` formed from two Gaussian exponents and their centres. -/
def waveVector {V : Type*} [NormedAddCommGroup V] [InnerProductSpace ℝ V]
    (a b : ℝ) (A B : V) : V := (2 : ℝ) • (a • A + b • B)
```

Q: And the sphere? An abstract surface measure would leave me wondering about the normalisation.

A: The average is the explicit double integral above. A point of the unit sphere is given by its angles in an orthonormal frame `e`. Lean counts the axes 0, 1, 2, so `e 2` is the polar axis.

```lean
/-- The direction with polar angle `θ` and azimuth `φ` in the orthonormal frame `e`,
whose polar axis is `e 2`. -/
def direction (e : OrthonormalBasis (Fin 3) ℝ Space) (θ φ : ℝ) : Space :=
  (sin θ * cos φ) • e 0 + (sin θ * sin φ) • e 1 + cos θ • e 2
```

The weight is $\sin\theta$ and the prefactor is $1/(4\pi)$, so a constant function averages to itself.

```lean
/-- The average of `f` over the sphere of radius `r` about the core, written in the
spherical angles of the frame `e`. -/
def sphereAverage (e : OrthonormalBasis (Fin 3) ℝ Space) (r : ℝ) (f : Space → ℝ) : ℝ :=
  1 / (4 * π) * ∫ φ in (0 : ℝ)..(2 * π), ∫ θ in (0 : ℝ)..π,
    f (r • direction e θ φ) * sin θ
```

Q: Then start with the exponent. Must $a$, $b$ and $c$ be positive?

A: No, they are arbitrary reals. Convergence over all space requires $a+b+c>0$, but on a sphere of fixed radius no sign condition is needed. The proof expands the norms, uses the symmetry of the inner product and collects terms.

```lean
/-- The exponents of two Gaussians at `A` and `B` and of a core Gaussian at the origin
combine into one quadratic term, one linear term and a constant. -/
theorem gaussian_exponent {V : Type*} [NormedAddCommGroup V] [InnerProductSpace ℝ V]
    (a b c : ℝ) (A B x : V) :
    a * ‖x - A‖ ^ 2 + b * ‖x - B‖ ^ 2 + c * ‖x‖ ^ 2
      = (a + b + c) * ‖x‖ ^ 2 - ⟪waveVector a b A B, x⟫_ℝ
        + a * ‖A‖ ^ 2 + b * ‖B‖ ^ 2 := by
  simp only [waveVector, norm_sub_sq_real, real_inner_smul_left, inner_add_left]
  rw [real_inner_comm x A, real_inner_comm x B]
  ring
```

Q: Where does the Bessel function enter?

A: With $t=\cos\theta$, the polar integral becomes an integral over $[-1,1]$, and half of it is the zeroth modified spherical Bessel function:

$$\frac12\int_{-1}^{1}e^{st}\,dt=\frac{\sinh s}{s}.$$

The code checks that $e^{st}/s$ is an antiderivative and subtracts its end values. It needs only $s\neq0$, which includes the physical case $s>0$.

```lean
/-- Half the integral of `exp (s t)` over `[-1, 1]` is the zeroth modified spherical
Bessel function `sinh s / s`. -/
theorem monopole_factor {s : ℝ} (hs : s ≠ 0) :
    1 / 2 * ∫ t in (-1 : ℝ)..1, exp (s * t) = sinh s / s := by
  have hd : ∀ t ∈ Set.uIcc (-1 : ℝ) 1,
      HasDerivAt (fun t : ℝ => exp (s * t) / s) (exp (s * t)) t := by
    intro t _
    exact ((((hasDerivAt_id' t).const_mul s).exp).div_const s).congr_deriv
      (by field_simp)
  rw [intervalIntegral.integral_eq_sub_of_hasDerivAt hd
    (Continuous.intervalIntegrable (by fun_prop) _ _), sinh_eq, mul_one, mul_neg_one]
  ring
```

An extra factor $t$ gives the next Bessel function. The antiderivative is $(st-1)e^{st}/s^2$, and half the difference of its end values is

$$\frac{(s-1)e^s+(s+1)e^{-s}}{2s^2}=\frac{s\cosh s-\sinh s}{s^2}.$$

The spherical average of the Gaussian product doesn't use this one.

```lean
/-- Half the integral of `t exp (s t)` over `[-1, 1]` is the first modified spherical
Bessel function `(s cosh s - sinh s) / s²`. -/
theorem dipole_factor {s : ℝ} (hs : s ≠ 0) :
    1 / 2 * ∫ t in (-1 : ℝ)..1, t * exp (s * t) = (s * cosh s - sinh s) / s ^ 2 := by
  have hd : ∀ t ∈ Set.uIcc (-1 : ℝ) 1,
      HasDerivAt (fun t : ℝ => (s * t - 1) * exp (s * t) / s ^ 2) (t * exp (s * t)) t := by
    intro t _
    have h := (hasDerivAt_id' t).const_mul s
    exact (((h.sub_const 1).fun_mul h.exp).div_const (s ^ 2)).congr_deriv
      (by field_simp; ring)
  rw [intervalIntegral.integral_eq_sub_of_hasDerivAt hd
    (Continuous.intervalIntegrable (by fun_prop) _ _), sinh_eq, cosh_eq, mul_one,
    mul_neg_one]
  ring
```

Q: Does the proof then substitute $t=\cos\theta$?

A: It avoids the substitution and differentiates $-e^{s\cos\theta}/s$ directly, as in the calculation by hand. The result is $2\sinh s/s$, before the azimuthal integral and the normalisation.

```lean
/-- The polar-angle integral of `exp (s cos θ)` with the solid-angle weight `sin θ`
is `2 sinh s / s`. -/
theorem polar_integral {s : ℝ} (hs : s ≠ 0) :
    ∫ θ in (0 : ℝ)..π, exp (s * cos θ) * sin θ = 2 * (sinh s / s) := by
  have hd : ∀ θ ∈ Set.uIcc (0 : ℝ) π,
      HasDerivAt (fun θ : ℝ => exp (s * cos θ) / (-s)) (exp (s * cos θ) * sin θ) θ := by
    intro θ _
    exact ((((hasDerivAt_cos θ).const_mul s).exp).div_const (-s)).congr_deriv
      (by field_simp)
  rw [intervalIntegral.integral_eq_sub_of_hasDerivAt hd
    (Continuous.intervalIntegrable (by fun_prop) _ _), cos_pi, cos_zero, sinh_eq,
    mul_one, mul_neg_one, div_neg, div_neg]
  ring
```

Q: How do I know that every pair of angles gives a point of the unit sphere, with $\theta$ measured from the right axis?

A: Both facts are proved. Orthonormality removes the cross terms, leaving

$$\sin^2\theta(\cos^2\varphi+\sin^2\varphi)+\cos^2\theta=1$$

for the squared length, and the component along `e 2` is $\cos\theta$.

```lean
/-- The direction vector has unit length, and its component along the polar axis
is `cos θ`. -/
theorem direction_geometry (e : OrthonormalBasis (Fin 3) ℝ Space) (θ φ : ℝ) :
    ‖direction e θ φ‖ ^ 2 = 1 ∧ ⟪e 2, direction e θ φ⟫_ℝ = cos θ := by
  have h : ∀ i j, ⟪e i, e j⟫_ℝ = if i = j then (1 : ℝ) else 0 :=
    orthonormal_iff_ite.mp e.orthonormal
  have h01 : ⟪e 0, e 1⟫_ℝ = 0 := by rw [h]; exact if_neg (by decide)
  have h02 : ⟪e 0, e 2⟫_ℝ = 0 := by rw [h]; exact if_neg (by decide)
  have h12 : ⟪e 1, e 2⟫_ℝ = 0 := by rw [h]; exact if_neg (by decide)
  have h10 : ⟪e 1, e 0⟫_ℝ = 0 := by rw [h]; exact if_neg (by decide)
  have h20 : ⟪e 2, e 0⟫_ℝ = 0 := by rw [h]; exact if_neg (by decide)
  have h21 : ⟪e 2, e 1⟫_ℝ = 0 := by rw [h]; exact if_neg (by decide)
  have hii : ∀ i, ⟪e i, e i⟫_ℝ = 1 := fun i => by rw [h]; exact if_pos rfl
  constructor
  · rw [← real_inner_self_eq_norm_sq]
    simp only [direction, inner_add_left, inner_add_right, real_inner_smul_left,
      real_inner_smul_right, h01, h02, h12, h10, h20, h21, hii]
    linear_combination (sin θ) ^ 2 * sin_sq_add_cos_sq φ + sin_sq_add_cos_sq θ
  · simp only [direction, inner_add_right, real_inner_smul_right, h20, h21, hii]
    ring
```

Q: You placed the polar axis along $k$. Is that an assumption about the molecule?

A: It is a choice of coordinates, available for every nonzero $k$. The proof takes the unit vector $k/\|k\|$ as axis 2 and extends it to a full orthonormal basis. The equation `‖k‖ • e 2 = k` says that the axis points along $k$.

```lean
/-- Every nonzero vector `k` points along the polar axis `e 2` of some orthonormal frame. -/
theorem exists_polar_frame {k : Space} (hk : k ≠ 0) :
    ∃ e : OrthonormalBasis (Fin 3) ℝ Space, ‖k‖ • e 2 = k := by
  have hn : ‖k‖ ≠ 0 := norm_ne_zero_iff.mpr hk
  have hv : Orthonormal ℝ
      (({2} : Set (Fin 3)).domRestrict (fun _ : Fin 3 => ‖k‖⁻¹ • k)) := by
    constructor
    · intro i
      show ‖‖k‖⁻¹ • k‖ = 1
      rw [norm_smul, norm_inv, norm_norm, inv_mul_cancel₀ hn]
    · intro i j hij
      exact absurd (Subsingleton.elim i j) hij
  -- extend the unit vector along `k` to a full frame
  obtain ⟨e, he⟩ := hv.exists_orthonormalBasis_extension_of_card_eq (by simp)
  refine ⟨e, ?_⟩
  rw [he 2 rfl, smul_smul, mul_inv_cancel₀ hn, one_smul]
```

The later theorems take such a frame as a hypothesis, and their value is the same for every frame that satisfies it. They do not treat frames with another polar axis; that the average is unchanged there is the usual rotation invariance of the surface integral.

With the frame in place, `hin` replaces $\langle k,x\rangle$ by $\|k\|r\cos\theta$. The polar integral then applies, and the azimuth contributes $2\pi$.

```lean
/-- The average of `exp ⟨k, x⟩` over the sphere of radius `r` is
`sinh (‖k‖ r) / (‖k‖ r)`, in angles measured from the direction of `k`. -/
theorem sphereAverage_exp_inner (e : OrthonormalBasis (Fin 3) ℝ Space) {k : Space}
    {r : ℝ} (hk : k ≠ 0) (hr : 0 < r) (he : ‖k‖ • e 2 = k) :
    sphereAverage e r (fun x => exp ⟪k, x⟫_ℝ) = sinh (‖k‖ * r) / (‖k‖ * r) := by
  have hs : ‖k‖ * r ≠ 0 := mul_ne_zero (norm_ne_zero_iff.mpr hk) hr.ne'
  -- only the polar angle enters the exponent
  have hin : ∀ θ φ, ⟪k, r • direction e θ φ⟫_ℝ = ‖k‖ * r * cos θ := by
    intro θ φ
    calc ⟪k, r • direction e θ φ⟫_ℝ
        = ⟪‖k‖ • e 2, r • direction e θ φ⟫_ℝ := by rw [he]
      _ = ‖k‖ * r * cos θ := by
        rw [real_inner_smul_left, real_inner_smul_right, (direction_geometry e θ φ).2]
        ring
  simp only [sphereAverage, hin, polar_integral hs, intervalIntegral.integral_const,
    smul_eq_mul, sub_zero]
  generalize sinh (‖k‖ * r) / (‖k‖ * r) = y
  have hπ : π ≠ 0 := pi_ne_zero
  field_simp
  ring
```

Q: What remains for the product of three Gaussians?

A: The constant has to come out of the average. In the final theorem, `hx` states that $\|x\|^2=r^2$ on the sphere, and `hpt` combines this with the exponent identity to write the integrand as the radial prefactor times $e^{\langle k,x\rangle}\sin\theta$. Linearity of the integral does the rest.

```lean
/-- For nonzero `k = waveVector a b A B` and a frame whose polar axis points along `k`, the average
over a sphere of radius `r > 0` of two Gaussians at `A` and `B` times a core Gaussian is a radial
Gaussian prefactor times the single Bessel factor `sinh (‖k‖ r) / (‖k‖ r)`. -/
theorem sphereAverage_gaussian_product (e : OrthonormalBasis (Fin 3) ℝ Space)
    (a b c : ℝ) (A B : Space) {r : ℝ} (hr : 0 < r) (hk : waveVector a b A B ≠ 0)
    (he : ‖waveVector a b A B‖ • e 2 = waveVector a b A B) :
    sphereAverage e r (fun x =>
        exp (-a * ‖x - A‖ ^ 2) * exp (-b * ‖x - B‖ ^ 2) * exp (-c * ‖x‖ ^ 2))
      = exp (-((a + b + c) * r ^ 2 + a * ‖A‖ ^ 2 + b * ‖B‖ ^ 2))
        * (sinh (‖waveVector a b A B‖ * r) / (‖waveVector a b A B‖ * r)) := by
  rw [← sphereAverage_exp_inner e hk hr he]
  -- on the sphere the integrand is a constant times `exp ⟨k, x⟩`
  have hpt : ∀ θ φ,
      exp (-a * ‖r • direction e θ φ - A‖ ^ 2) * exp (-b * ‖r • direction e θ φ - B‖ ^ 2)
          * exp (-c * ‖r • direction e θ φ‖ ^ 2) * sin θ
        = exp (-((a + b + c) * r ^ 2 + a * ‖A‖ ^ 2 + b * ‖B‖ ^ 2))
          * (exp ⟪waveVector a b A B, r • direction e θ φ⟫_ℝ * sin θ) := by
    intro θ φ
    have hx : ‖r • direction e θ φ‖ ^ 2 = r ^ 2 := by
      rw [norm_smul, mul_pow, (direction_geometry e θ φ).1, mul_one, norm_eq_abs, sq_abs]
    have hg := gaussian_exponent a b c A B (r • direction e θ φ)
    rw [← mul_assoc, ← exp_add, ← exp_add, ← exp_add]
    congr 2
    linear_combination -hg - (a + b + c) * hx
  simp only [sphereAverage, hpt, intervalIntegral.integral_const_mul]
  ring

end

end CorePotentialAngularIntegral
```

```lean
#print axioms CorePotentialAngularIntegral.monopole_factor
-- 'CorePotentialAngularIntegral.monopole_factor' depends on axioms: [propext, Classical.choice, Quot.sound]
#print axioms CorePotentialAngularIntegral.dipole_factor
-- 'CorePotentialAngularIntegral.dipole_factor' depends on axioms: [propext, Classical.choice, Quot.sound]
#print axioms CorePotentialAngularIntegral.exists_polar_frame
-- 'CorePotentialAngularIntegral.exists_polar_frame' depends on axioms: [propext, Classical.choice, Quot.sound]
#print axioms CorePotentialAngularIntegral.sphereAverage_gaussian_product
-- 'CorePotentialAngularIntegral.sphereAverage_gaussian_product' depends on axioms: [propext, Classical.choice, Quot.sound]
```

Q: What if both basis functions sit on the core atom? Then $k=0$.

A: That case is excluded by the hypothesis `hk`, and it is the easy one. If $A=B=0$, or more generally $aA+bB=0$, the product is constant on the sphere and its average is $e^{-(pr^2+a\|A\|^2+b\|B\|^2)}$. This agrees with the limit $\sinh s/s\to1$ as $s\to0$. The formula itself can't be used at $s=0$, since Lean sets division by zero to zero and would return 0 instead of 1.

Q: Does this settle the whole semilocal integral?

A: No. It settles the angular part of the local term for s functions. The radial integration is still to be done, as are basis functions of higher angular momentum. So are the terms with angular projectors, where each basis function is projected separately and brings its own Bessel factor.
